# The curl of the vector field c m × r is the constant vector 2c m

The theorem `curl_uniform` concerns the vector field c m × r in three-dimensional Euclidean space, where m is any fixed vector and c any real number. It states that at every point r the field is differentiable and its curl is 2c m, the same at every point; with c = 1/2 the curl is m itself. The attempt notes that the field is linear in r, so that its derivative at any point is the linear map `c • cross m`, and records this as `hF`. Differentiability follows at once, and the curl is then to be checked component by component, by putting in this derivative and writing out the cross product in coordinates.

This version doesn't compile in Lean 4 with Mathlib:

```lean
import Mathlib

open MeasureTheory Metric Filter Topology Matrix

noncomputable section

namespace CurlUniform

/-- Three-dimensional Euclidean space. -/
abbrev E := EuclideanSpace ℝ (Fin 3)

/-- The cross product `m × r`, as a linear map in `r`. -/
def cross (m : E) : E →L[ℝ] E :=
  LinearMap.toContinuousLinearMap
    { toFun := fun r => WithLp.toLp 2 (crossProduct m.ofLp r.ofLp)
      map_add' := by intro x y; simp
      map_smul' := by intro c x; simp }

/-- The partial derivative of the component `F i` along the coordinate axis `j`, at a point `r`
where `F` is differentiable. -/
def partialDeriv (F : E → E) (r : E) (j i : Fin 3) : ℝ :=
  (fderiv ℝ F r (EuclideanSpace.single j 1)) i

/-- The curl of a vector field `F` at a point `r` where `F` is differentiable. -/
def curl (F : E → E) (r : E) : E :=
  !₂[partialDeriv F r 1 2 - partialDeriv F r 2 1,
     partialDeriv F r 2 0 - partialDeriv F r 0 2,
     partialDeriv F r 0 1 - partialDeriv F r 1 0]

/-- The cross product in Cartesian components. -/
theorem cross_coords (m r : E) :
    cross m r = !₂[m 1 * r 2 - m 2 * r 1, m 2 * r 0 - m 0 * r 2,
      m 0 * r 1 - m 1 * r 0] := by
  change WithLp.toLp 2 (crossProduct m.ofLp r.ofLp) = _
  rw [cross_apply]

/-- The potential `c m × r` is differentiable everywhere and has the constant curl `2 c m`. -/
theorem curl_uniform (m : E) (c : ℝ) (r : E) :
    DifferentiableAt ℝ (fun x : E => c • cross m x) r ∧
    curl (fun x : E => c • cross m x) r = (2 * c) • m := by
  have hF : HasFDerivAt (fun x : E => c • cross m x) (c • cross m) r :=
    (c • cross m).hasFDerivAt
  refine ⟨hF.differentiableAt, ?_⟩
  ext i
  fin_cases i <;> simp [curl, partialDeriv, hF.fderiv, cross_coords] <;> ring

end CurlUniform
```

The compiler's answer:

```
Try this:
  [apply] ring_nf
  
  The `ring` tactic failed to close the goal. Use `ring_nf` to obtain a normal form.
    
  Note that `ring` works primarily in *commutative* rings. If you have a noncommutative ring, abelian group or module, consider using `noncomm_ring`, `abel` or `module` instead.
Try this:
  [apply] ring_nf
  
  The `ring` tactic failed to close the goal. Use `ring_nf` to obtain a normal form.
    
  Note that `ring` works primarily in *commutative* rings. If you have a noncommutative ring, abelian group or module, consider using `noncomm_ring`, `abel` or `module` instead.
Try this:
  [apply] ring_nf
  
  The `ring` tactic failed to close the goal. Use `ring_nf` to obtain a normal form.
    
  Note that `ring` works primarily in *commutative* rings. If you have a noncommutative ring, abelian group or module, consider using `noncomm_ring`, `abel` or `module` instead.
Main.lean:40:57: error: unsolved goals
case «0»
m : E
c : ℝ
r : E
hF : HasFDerivAt (fun x => c • (cross m) x) (c • cross m) r
⊢ ((fderiv ℝ
              (fun x =>
                c •
                  !₂[m.ofLp 1 * x.ofLp 2 - m.ofLp 2 * x.ofLp 1, -(x.ofLp 2 * m.ofLp 0) + m.ofLp 2 * x.ofLp 0,
                    -(m.ofLp 1 * x.ofLp 0) + x.ofLp 1 * m.ofLp 0])
              r)
            (EuclideanSpace.single 1 1)).ofLp
        2 -
      ((fderiv ℝ
              (fun x =>
                c •
                  !₂[m.ofLp 1 * x.ofLp 2 - m.ofLp 2 * x.ofLp 1, m.ofLp 2 * x.ofLp 0 - m.ofLp 0 * x.ofLp 2,
                    -(m.ofLp 1 * x.ofLp 0) + m.ofLp 0 * x.ofLp 1])
              r)
            (EuclideanSpace.single 2 1)).ofLp
        1 =
    m.ofLp 0 * c * 2

case «1»
m : E
c : ℝ
r : E
hF : HasFDerivAt (fun x => c • (cross m) x) (c • cross m) r
⊢ ((fderiv ℝ
              (fun x =>
                c •
                  !₂[m.ofLp 1 * x.ofLp 2 - m.ofLp 2 * x.ofLp 1, -(x.ofLp 2 * m.ofLp 0) + m.ofLp 2 * x.ofLp 0,
                    -(m.ofLp 1 * x.ofLp 0) + x.ofLp 1 * m.ofLp 0])
              r)
            (EuclideanSpace.single 2 1)).ofLp
        0 -
      ((fderiv ℝ
              (fun x =>
                c •
                  !₂[m.ofLp 1 * x.ofLp 2 - m.ofLp 2 * x.ofLp 1, m.ofLp 2 * x.ofLp 0 - m.ofLp 0 * x.ofLp 2,
                    -(m.ofLp 1 * x.ofLp 0) + m.ofLp 0 * x.ofLp 1])
              r)
            (EuclideanSpace.single 0 1)).ofLp
        2 =
    m.ofLp 1 * c * 2

case «2»
m : E
c : ℝ
r : E
hF : HasFDerivAt (fun x => c • (cross m) x) (c • cross m) r
⊢ ((fderiv ℝ
              (fun x =>
                c •
                  !₂[m.ofLp 1 * x.ofLp 2 - m.ofLp 2 * x.ofLp 1, -(x.ofLp 2 * m.ofLp 0) + m.ofLp 2 * x.ofLp 0,
                    -(m.ofLp 1 * x.ofLp 0) + x.ofLp 1 * m.ofLp 0])
              r)
            (EuclideanSpace.single 0 1)).ofLp
        1 -
      ((fderiv ℝ
              (fun x =>
                c •
                  !₂[m.ofLp 1 * x.ofLp 2 - m.ofLp 2 * x.ofLp 1, m.ofLp 2 * x.ofLp 0 - m.ofLp 0 * x.ofLp 2,
                    -(m.ofLp 1 * x.ofLp 0) + m.ofLp 0 * x.ofLp 1])
              r)
            (EuclideanSpace.single 1 1)).ofLp
        0 =
    m.ofLp 2 * c * 2
Main.lean:45:44: warning: This simp argument is unused:
  hF.fderiv

Hint: Omit it from the simp argument list.
  [apply] simp [curl, partialDeriv, cross_coords]

Note: This linter can be disabled with `set_option linter.unusedSimpArgs false`
```

The error shows all three components unsolved, each still containing `fderiv` of a function written out in coordinates. `simp` simplifies inside a term before it tries to rewrite the whole, so `cross_coords` expanded `cross m x` inside the function being differentiated. The left side of `hF.fderiv`, which is the derivative of `fun x => c • cross m x`, then no longer appeared, and the warning accordingly reports `hF.fderiv` as unused. The three "Try this" messages come from `ring`, which failed on each component because it does algebra and cannot work out a derivative.

The repair first runs `simp only` with `curl`, `partialDeriv` and `hF.fderiv`, leaving out `cross_coords`. The function still has the form that `hF.fderiv` expects, so each derivative is replaced by the linear map `c • cross m`. The later `simp` can then safely use `cross_coords`, since it now expands only the values of that map on the coordinate vectors, and the algebra that remains is within reach of `ring`. Dropping the other three names from that `simp` is mere tidying, as their work is already done.

This version goes through:

```diff
@@ -42,6 +42,7 @@
     (c • cross m).hasFDerivAt
   refine ⟨hF.differentiableAt, ?_⟩
+  simp only [curl, partialDeriv, hF.fderiv]
   ext i
-  fin_cases i <;> simp [curl, partialDeriv, hF.fderiv, cross_coords] <;> ring
+  fin_cases i <;> simp [cross_coords] <;> ring
 
 end CurlUniform
```
